# Two magnetic translations share an eigenfunction only at integer flux

Take a unit square cell with a = (1, 0), b = (0, 1) and B = π, where B is charge times magnetic field divided by ħ, so that the cell holds half a flux quantum h/charge. Translating a wave function ψ by a or by b in the magnetic sense (symmetric gauge) shifts it and attaches a phase:

(T_a ψ)(x, y) = exp(iπy/2) ψ(x − 1, y)

(T_b ψ)(x, y) = exp(−iπx/2) ψ(x, y − 1)

Applying both, in the two possible orders, gives

(T_a T_b ψ)(x, y) = exp(iπ(y − x + 1)/2) ψ(x − 1, y − 1)

(T_b T_a ψ)(x, y) = exp(iπ(y − x − 1)/2) ψ(x − 1, y − 1)

The phases differ by exp(iπ) = −1, so T_a T_b = −T_b T_a. If T_a ψ = αψ and T_b ψ = βψ, then αβψ = −αβψ. For a nonzero ψ the eigenvalues cannot vanish, since each operator only shifts ψ and multiplies it by a phase. Hence ψ = 0: at half a flux quantum per cell there is no common eigenfunction.

For one particle in a uniform field, the general version of this argument is why magnetic Bloch states, and simulation cells with magnetic periodic boundary conditions, need an integer number of flux quanta through the cell spanned by the two translations. When the flux per lattice cell is rational but not an integer, Bloch states are taken over an enlarged magnetic cell.

```lean
import Mathlib

open scoped Real

namespace MagneticTranslationEigenfunctions

noncomputable section
```

## The operators and the flux phase

Points and displacements are pairs of real numbers. The cross product is the signed area

a × r = a₁r₂ − a₂r₁

```lean
/-- The planar cross product `a × r`, the signed area spanned by two vectors. -/
def cross (a r : ℝ × ℝ) : ℝ := a.1 * r.2 - a.2 * r.1
```

For a general displacement a, the magnetic translation is

(T_a ψ)(r) = exp(iB(a × r)/2) ψ(r − a)

This is the symmetric-gauge form. The real number B stands for charge times magnetic field divided by ħ, so B(a × b) is 2π times the flux through the cell in units of the flux quantum h/charge. In Lean, `magTranslation B a` is a complex-linear map on all functions `ℝ × ℝ → ℂ`. Neither continuity nor normalisability is required, and no Hamiltonian appears.

```lean
/-- The magnetic translation `(T_a ψ)(r) = exp(i B (a × r) / 2) ψ(r - a)`,
as a linear operator on complex functions on the plane. -/
def magTranslation (B : ℝ) (a : ℝ × ℝ) : Module.End ℂ (ℝ × ℝ → ℂ) where
  toFun ψ := fun r => Complex.exp (Complex.I * ((B * cross a r / 2 : ℝ) : ℂ)) * ψ (r - a)
  map_add' ψ φ := by
    funext r
    simp only [Pi.add_apply]
    ring
  map_smul' c ψ := by
    funext r
    simp only [Pi.smul_apply, smul_eq_mul, RingHom.id_apply]
    ring
```

The factor that will separate the two orders of translation gets its own name:

φ = exp(iB(a × b))

```lean
/-- The phase `exp(i B (a × b))` of the flux through the cell spanned by `a` and `b`. -/
def fluxPhase (B : ℝ) (a b : ℝ × ℝ) : ℂ :=
  Complex.exp (Complex.I * ((B * cross a b : ℝ) : ℂ))
```

For the converse we need an explicit function of the cell coordinates s and t, where r = sa + tb. With an integer n, and ⌊t⌋ the largest integer not exceeding t, it is

exp(i(πnst − 2πns⌊t⌋))

```lean
/-- The function `exp(i (π n s t - 2 π n s ⌊t⌋))` of two real numbers `s` and `t`, for an integer
`n`. -/
def cellWave (n : ℤ) (s t : ℝ) : ℂ :=
  Complex.exp (Complex.I * ((π * n * s * t - 2 * π * n * s * ⌊t⌋ : ℝ) : ℂ))
```

The defining formula for T_a, recorded as an equation for rewriting, holds by definition.

```lean
lemma magTranslation_apply (B : ℝ) (a : ℝ × ℝ) (ψ : ℝ × ℝ → ℂ) (r : ℝ × ℝ) :
    magTranslation B a ψ r =
      Complex.exp (Complex.I * ((B * cross a r / 2 : ℝ) : ℂ)) * ψ (r - a) := rfl
```

## Exchanging two translations

Both orders evaluate ψ at r − a − b. Their phase exponents, divided by iB/2, are

T_a T_b: a × r + b × (r − a)

T_b T_a: b × r + a × (r − b)

The first minus the second is −b × a + a × b = 2(a × b), so

T_a T_b ψ = exp(iB(a × b)) T_b T_a ψ

The theorem `exchange` states this for every B, a, b and ψ. Its proof compares values at r, merges the exponentials with `Complex.exp_add`, and leaves the identity between exponents to `ring`.

```lean
/-- Exchanging two magnetic translations costs the flux phase:
`T_a T_b ψ = exp(i B (a × b)) T_b T_a ψ`. -/
theorem exchange (B : ℝ) (a b : ℝ × ℝ) (ψ : ℝ × ℝ → ℂ) :
    magTranslation B a (magTranslation B b ψ) =
      fluxPhase B a b • magTranslation B b (magTranslation B a ψ) := by
  funext r
  simp only [magTranslation_apply, Pi.smul_apply, smul_eq_mul, fluxPhase]
  rw [sub_right_comm r a b]
  -- both sides are a pure phase times the same displaced value of ψ
  simp only [← mul_assoc, ← Complex.exp_add]
  congr 2
  simp only [cross, Prod.fst_sub, Prod.snd_sub]
  push_cast
  ring
```

## A common eigenfunction fixes the flux

Suppose T_a ψ = 0. Evaluating at r + a gives a phase times ψ(r), and a phase is never zero, so ψ(r) = 0 for every r.

```lean
/-- A magnetic translation annihilates only the zero function. -/
theorem eq_zero_of_translation_eq_zero {B : ℝ} {a : ℝ × ℝ} {ψ : ℝ × ℝ → ℂ}
    (h : magTranslation B a ψ = 0) : ψ = 0 := by
  funext r
  simpa [magTranslation_apply, Complex.exp_ne_zero] using congrFun h (r + a)
```

An eigenvalue α belonging to a nonzero ψ is therefore nonzero: α = 0 would mean T_a ψ = 0.

```lean
lemma eigenvalue_ne_zero {B : ℝ} {a : ℝ × ℝ} {ψ : ℝ × ℝ → ℂ} {α : ℂ}
    (hψ : ψ ≠ 0) (h : magTranslation B a ψ = α • ψ) : α ≠ 0 := by
  intro h0
  rw [h0, zero_smul] at h
  exact hψ (eq_zero_of_translation_eq_zero h)
```

Now let ψ ≠ 0 satisfy T_a ψ = αψ and T_b ψ = βψ. The exchange relation becomes

αβψ = φαβψ

Choose a point r with ψ(r) ≠ 0 and cancel the nonzero number αβψ(r). This leaves φ = 1, that is

B(a × b) = 2πn for some integer n

The Lean proof follows the same route: `Function.ne_iff` supplies the point, `mul_right_cancel₀` performs the cancellation, and `Complex.exp_eq_one_iff` yields the integer. The vectors a and b need not span a cell; if they are parallel, the conclusion holds with n = 0.

```lean
/-- A nonzero common eigenfunction of `T_a` and `T_b` forces `B (a × b)` to be an
integer multiple of `2π`. -/
theorem flux_quantized_of_common_eigenfunction {B : ℝ} {a b : ℝ × ℝ} {ψ : ℝ × ℝ → ℂ}
    {α β : ℂ} (hψ : ψ ≠ 0) (ha : magTranslation B a ψ = α • ψ)
    (hb : magTranslation B b ψ = β • ψ) : ∃ n : ℤ, B * cross a b = 2 * π * n := by
  obtain ⟨r, hr⟩ := Function.ne_iff.mp hψ
  have hr' : ψ r ≠ 0 := hr
  have h := exchange B a b ψ
  rw [hb, ha, map_smul, map_smul, ha, hb] at h
  have h1 := congrFun h r
  simp only [Pi.smul_apply, smul_eq_mul] at h1
  have hne : α * β * ψ r ≠ 0 :=
    mul_ne_zero (mul_ne_zero (eigenvalue_ne_zero hψ ha) (eigenvalue_ne_zero hψ hb)) hr'
  -- the two orders of translation agree on ψ, so the flux phase is one
  have hphase : fluxPhase B a b = 1 :=
    mul_right_cancel₀ hne (by linear_combination -h1)
  obtain ⟨n, hn⟩ := Complex.exp_eq_one_iff.mp hphase
  refine ⟨n, Complex.ofReal_injective ?_⟩
  apply mul_left_cancel₀ Complex.I_ne_zero
  rw [hn]
  push_cast
  ring
```

## An invariant function at integer flux

Let a × b ≠ 0 and B(a × b) = 2πn. The cell coordinates of r are

s = (r × b)/(a × b), t = (a × r)/(a × b)

Write Ψ(r) for the function of s and t introduced above. Translation by a lowers s by 1 and contributes the phase B(a × r)/2 = πnt. The total exponent, without the factor i, is

πnt + πn(s − 1)t − 2πn(s − 1)⌊t⌋ = πnst − 2πns⌊t⌋ + 2πn⌊t⌋

The last term is an integer multiple of 2π, so T_a Ψ = Ψ. Translation by b lowers t by 1 and contributes B(b × r)/2 = −πns. Since ⌊t − 1⌋ = ⌊t⌋ − 1, the exponent is

−πns + πns(t − 1) − 2πns(⌊t⌋ − 1) = πnst − 2πns⌊t⌋

so T_b Ψ = Ψ as well.

A numerical check: keep the unit square but set B = 2π, so that n = 1, s = x and t = y. At r = (1/2, 3/2),

Ψ(r) = exp(i(3π/4 − π)) = exp(−iπ/4)

(T_a Ψ)(r) = exp(3πi/2) Ψ(−1/2, 3/2) = exp(3πi/2) exp(iπ/4) = exp(−iπ/4)

(T_b Ψ)(r) = exp(−iπ/2) Ψ(1/2, 1/2) = exp(−iπ/2) exp(iπ/4) = exp(−iπ/4)

In the Lean proof, `hs`, `ht` and `hp` record how the coordinates and the phase change. The first half then exhibits the integer n⌊t⌋, while the second uses `Int.floor_sub_one` and ends in an exact equality of exponents.

```lean
/-- If `a` and `b` span a cell with `B (a × b) = 2πn`, the cell wave is left unchanged
by both magnetic translations. -/
theorem cellWave_invariant {B : ℝ} {a b : ℝ × ℝ} {n : ℤ} (hD : cross a b ≠ 0)
    (h : B * cross a b = 2 * π * n) :
    let Ψ : ℝ × ℝ → ℂ := fun r => cellWave n (cross r b / cross a b) (cross a r / cross a b)
    magTranslation B a Ψ = Ψ ∧ magTranslation B b Ψ = Ψ := by
  intro Ψ
  constructor
  · funext r
    have hs : cross (r - a) b / cross a b = cross r b / cross a b - 1 := by
      rw [← div_self hD, ← sub_div]
      congr 1
      simp only [cross, Prod.fst_sub, Prod.snd_sub]
      ring
    have ht : cross a (r - a) = cross a r := by
      simp only [cross, Prod.fst_sub, Prod.snd_sub]
      ring
    have hc : cross a r = cross a r / cross a b * cross a b := (div_mul_cancel₀ _ hD).symm
    have hp : B * cross a r / 2 = π * n * (cross a r / cross a b) := by
      linear_combination (B / 2) * hc + (cross a r / cross a b) / 2 * h
    simp only [Ψ, magTranslation_apply]
    rw [hs, ht, hp]
    generalize cross r b / cross a b = s
    generalize cross a r / cross a b = t
    -- the phases differ by 2π times the integer n⌊t⌋
    rw [cellWave, cellWave, ← Complex.exp_add, Complex.exp_eq_exp_iff_exists_int]
    exact ⟨n * ⌊t⌋, by push_cast; ring⟩
  · funext r
    have hs : cross (r - b) b = cross r b := by
      simp only [cross, Prod.fst_sub, Prod.snd_sub]
      ring
    have ht : cross a (r - b) / cross a b = cross a r / cross a b - 1 := by
      rw [← div_self hD, ← sub_div]
      congr 1
      simp only [cross, Prod.fst_sub, Prod.snd_sub]
      ring
    have hc : cross r b = cross r b / cross a b * cross a b := (div_mul_cancel₀ _ hD).symm
    have hx : cross b r = -cross r b := by
      simp only [cross]
      ring
    have hp : B * cross b r / 2 = -(π * n * (cross r b / cross a b)) := by
      linear_combination (B / 2) * hx - (B / 2) * hc - (cross r b / cross a b) / 2 * h
    simp only [Ψ, magTranslation_apply]
    rw [hs, ht, hp]
    generalize cross r b / cross a b = s
    generalize cross a r / cross a b = t
    rw [cellWave, cellWave, ← Complex.exp_add, Int.floor_sub_one]
    congr 1
    push_cast
    ring
```

The function Ψ has modulus one everywhere, so it is not zero, and both its eigenvalues are 1. Together with the necessity argument this gives, for a × b ≠ 0, an equivalence: a nonzero common eigenfunction exists exactly when B(a × b) is an integer multiple of 2π.

The equivalence concerns arbitrary complex functions. For n ≠ 0, Ψ jumps across the lines where t is an integer, except at the points where ns is an integer, so it serves as a witness for the two translations and not as a smooth energy eigenstate.

```lean
/-- For `a` and `b` spanning a cell, `T_a` and `T_b` have a nonzero common eigenfunction
if and only if `B (a × b)` is an integer multiple of `2π`. -/
theorem common_eigenfunction_iff {B : ℝ} {a b : ℝ × ℝ} (hD : cross a b ≠ 0) :
    (∃ ψ : ℝ × ℝ → ℂ, ψ ≠ 0 ∧ ∃ α β : ℂ,
      magTranslation B a ψ = α • ψ ∧ magTranslation B b ψ = β • ψ) ↔
    ∃ n : ℤ, B * cross a b = 2 * π * n := by
  constructor
  · rintro ⟨ψ, hψ, α, β, ha, hb⟩
    exact flux_quantized_of_common_eigenfunction hψ ha hb
  · rintro ⟨n, hn⟩
    obtain ⟨h1, h2⟩ := cellWave_invariant hD hn
    refine ⟨_, fun h0 => ?_, 1, 1, h1.trans (one_smul ℂ _).symm, h2.trans (one_smul ℂ _).symm⟩
    exact Complex.exp_ne_zero _ (congrFun h0 0)
```

## Fractional flux

Away from integer flux, T_b still acts in an orderly way on an eigenfunction of T_a. If T_a ψ = αψ, each further application of T_b multiplies the T_a-eigenvalue by φ:

T_a(T_b^k ψ) = αφ^k T_b^k ψ

The proof is by induction on k. The step from k to k + 1 uses the exchange relation once:

T_a T_b(T_b^k ψ) = φT_b T_a(T_b^k ψ) = αφ^(k+1) T_b^(k+1) ψ

```lean
/-- If `T_a ψ = α ψ`, then `T_b^k ψ` satisfies the same equation with `α` multiplied by
the `k`-th power of the flux phase. -/
theorem translated_eigenfunction {B : ℝ} {a b : ℝ × ℝ} {ψ : ℝ × ℝ → ℂ} {α : ℂ}
    (ha : magTranslation B a ψ = α • ψ) (k : ℕ) :
    magTranslation B a ((magTranslation B b ^ k) ψ) =
      (α * fluxPhase B a b ^ k) • (magTranslation B b ^ k) ψ := by
  induction k with
  | zero => simpa using ha
  | succ k ih =>
    rw [pow_succ' (magTranslation B b) k, Module.End.mul_apply, exchange, ih, map_smul,
      smul_smul]
    congr 1
    ring
```

Let the flux be a fraction in lowest terms,

qB(a × b) = 2πp

with p and q coprime natural numbers. Then φ = exp(2πip/q) is a primitive q-th root of unity, so 1, φ, …, φ^(q−1) are distinct. Multiplying them by α ≠ 0 keeps them distinct. The functions

ψ, T_b ψ, …, T_b^(q−1) ψ

are nonzero, because T_b annihilates only zero, and they belong to q different eigenvalues of T_a. They are therefore linearly independent.

In Lean the family is indexed by `Fin q`, that is by k = 0, …, q − 1. `Complex.isPrimitiveRoot_exp_of_coprime` provides the primitive root, and `Module.End.eigenvectors_linearIndependent'` turns distinct eigenvalues into independence. The nonzero eigenfunction ψ of T_a is a hypothesis, and since p is a natural number the flux is taken to be nonnegative.

For the half-flux cell of the opening, p = 1 and q = 2: ψ and T_b ψ have T_a-eigenvalues α and −α. If a single-particle Hamiltonian commutes with both translations and ψ is also one of its eigenfunctions, all q functions share the same energy, which makes that energy at least q-fold degenerate. For a ≠ 0 none of these functions can be normalised over the whole plane, since each is an eigenfunction of T_a.

```lean
/-- At flux `B (a × b) = 2π p/q` with `p`, `q` coprime, the `q` functions
`ψ, T_b ψ, …, T_b^(q-1) ψ` built from a nonzero eigenfunction `ψ` of `T_a` are linearly
independent. -/
theorem fractional_flux_independent {B : ℝ} {a b : ℝ × ℝ} {ψ : ℝ × ℝ → ℂ} {α : ℂ}
    {p q : ℕ} (hpq : p.Coprime q) (hflux : q * (B * cross a b) = 2 * π * p)
    (hψ : ψ ≠ 0) (ha : magTranslation B a ψ = α • ψ) :
    LinearIndependent ℂ (fun k : Fin q => (magTranslation B b ^ (k : ℕ)) ψ) := by
  rcases Nat.eq_zero_or_pos q with rfl | hq
  · exact linearIndependent_empty_type
  have hqC : (q : ℂ) ≠ 0 := Nat.cast_ne_zero.mpr hq.ne'
  -- the flux phase is a primitive q-th root of unity
  have hroot : IsPrimitiveRoot (fluxPhase B a b) q := by
    have hc : (q : ℂ) * ((B * cross a b : ℝ) : ℂ) = 2 * π * p := by exact_mod_cast hflux
    have hd : ((B * cross a b : ℝ) : ℂ) = 2 * π * (p / q) := by
      rw [← mul_div_assoc, eq_div_iff hqC]
      linear_combination hc
    have he : fluxPhase B a b = Complex.exp (2 * π * Complex.I * (p / q)) := by
      rw [fluxPhase, hd]
      congr 1
      ring
    rw [he]
    exact Complex.isPrimitiveRoot_exp_of_coprime p q hq.ne' hpq
  have hne : ∀ k : ℕ, (magTranslation B b ^ k) ψ ≠ 0 := by
    intro k
    induction k with
    | zero => simpa using hψ
    | succ k ih =>
      rw [pow_succ' (magTranslation B b) k, Module.End.mul_apply]
      exact fun h0 => ih (eq_zero_of_translation_eq_zero h0)
  -- eigenfunctions of T_a with distinct eigenvalues are independent
  refine Module.End.eigenvectors_linearIndependent' (magTranslation B a)
    (fun k : Fin q => α * fluxPhase B a b ^ (k : ℕ)) ?_ _ ?_
  · intro i j hij
    exact Fin.ext (hroot.pow_inj i.isLt j.isLt
      (mul_left_cancel₀ (eigenvalue_ne_zero hψ ha) hij))
  · intro k
    exact ⟨Module.End.mem_eigenspace_iff.mpr (translated_eigenfunction ha k), hne k⟩

end

end MagneticTranslationEigenfunctions
```

```lean
#print axioms MagneticTranslationEigenfunctions.flux_quantized_of_common_eigenfunction
#print axioms MagneticTranslationEigenfunctions.common_eigenfunction_iff
#print axioms MagneticTranslationEigenfunctions.fractional_flux_independent
```

```
'MagneticTranslationEigenfunctions.flux_quantized_of_common_eigenfunction' depends on axioms: [propext, Classical.choice, Quot.sound]
'MagneticTranslationEigenfunctions.common_eigenfunction_iff' depends on axioms: [propext, Classical.choice, Quot.sound]
'MagneticTranslationEigenfunctions.fractional_flux_independent' depends on axioms: [propext, Classical.choice, Quot.sound]
```
